# For spin-flip-symmetric matrices, the RPA amplitude equation separates into singlet and triplet equations

Q: In a closed-shell RPA calculation I solve for singlet and triplet amplitudes separately, each over the N spatial excitations, instead of treating all 2N spin-up and spin-down excitations at once. Then I contract the amplitudes with integrals to get a correlation energy. What justifies the split, and does the energy need the triplets?

A: The split is exact when all the matrices are unchanged by exchanging spin up and spin down. Whether the triplets enter the energy depends on the integrals. The amplitudes T describe pairs of excitations and satisfy

B + AT + TA + TBT = 0.

Here A holds the orbital gaps and the coupling between excitations, and B the coupling that creates or removes them in pairs. Under the spin symmetry each matrix has one block P for equal spins and one block Q for opposite spins:

M = [[P, Q], [Q, P]].

In the normalised combinations (up ± down)/√2, M becomes block diagonal, with singlet part Mₛ = P + Q and triplet part Mₜ = P − Q.

Q: How does Lean express that?

A: The type `n` labels spatial excitations; it is not their number. `n ⊕ n` contains a spin-up and a spin-down copy, and `spinBlock P Q` is the matrix above, with real entries.

```lean
import Mathlib

open Matrix

namespace RPASpinBlocks

variable {n : Type*}

/-- The matrix over spin-up and spin-down excitations with same-spin blocks `P`
and opposite-spin blocks `Q`. -/
def spinBlock (P Q : Matrix n n ℝ) : Matrix (n ⊕ n) (n ⊕ n) ℝ :=
  fromBlocks P Q Q P
```

The name `riccati` stands for the left-hand side only, so the amplitude equation reads `riccati A B T = 0`. Neither A, B nor T is assumed symmetric.

```lean
/-- The left-hand side `B + AT + TA + TBT` of the RPA amplitude equation. -/
def riccati {m : Type*} [Fintype m] (A B T : Matrix m m ℝ) : Matrix m m ℝ :=
  B + A * T + T * A + T * B * T
```

Q: You have put the block form in by hand. Why should I accept it as spin symmetry?

A: Because it is equivalent to commuting with the spin flip F = [[0, 1], [1, 0]], written `spinBlock 0 1`. For a general M = [[a, b], [c, d]],

FM = [[c, d], [a, b]]

MF = [[b, a], [d, c]].

These agree exactly when c = b and d = a. The Lean proof compares the same blocks and rebuilds M from its upper two; the converse is a direct multiplication.

```lean
/-- A matrix over spin-up and spin-down excitations commutes with the spin flip
exactly when it has the spin-block form. -/
theorem commutes_spinFlip_iff [Fintype n] [DecidableEq n]
    (M : Matrix (n ⊕ n) (n ⊕ n) ℝ) :
    spinBlock 0 1 * M = M * spinBlock 0 1 ↔ ∃ P Q, M = spinBlock P Q := by
  constructor
  · intro h
    -- compare the four blocks of the two products
    rw [← fromBlocks_toBlocks M, spinBlock, fromBlocks_multiply,
      fromBlocks_multiply] at h
    simp only [zero_mul, one_mul, mul_one, mul_zero, zero_add, add_zero,
      fromBlocks_inj] at h
    obtain ⟨h1, h2, -, -⟩ := h
    refine ⟨M.toBlocks₁₁, M.toBlocks₁₂, ?_⟩
    unfold spinBlock
    conv_lhs => rw [← fromBlocks_toBlocks M, h1, h2]
  · rintro ⟨P, Q, rfl⟩
    simp [spinBlock, fromBlocks_multiply]
```

Q: And my actual matrices?

A: That identification is the step left to you: the matrices of your calculation, including the solution T that it selects, must have this form. Spin-restricted closed-shell orbitals give it for A and B. The equation is quadratic in T, and the theorems don't exclude solutions that break the symmetry.

Only spin-conserving excitations appear, so "triplet" means the component with zero spin projection.

Q: Suppose the form holds. The term TBT mixes everything. Why doesn't it couple singlet to triplet?

A: Sums plainly keep the form. For a product, block multiplication gives

same-spin block: PP′ + QQ′

opposite-spin block: PQ′ + QP′.

Adding and subtracting these blocks gives

(MM′)ₛ = (P + Q)(P′ + Q′) = MₛM′ₛ

(MM′)ₜ = (P − Q)(P′ − Q′) = MₜM′ₜ.

Each part of a product is therefore the product of the corresponding parts. Lean first records the closure under sums and products.

```lean
/-- The sum of two spin-block matrices is a spin-block matrix, with blocks added. -/
theorem spinBlock_add (P Q P' Q' : Matrix n n ℝ) :
    spinBlock P Q + spinBlock P' Q' = spinBlock (P + P') (Q + Q') := by
  simp only [spinBlock, fromBlocks_add]

/-- The product of two spin-block matrices is again a spin-block matrix. -/
theorem spinBlock_mul [Fintype n] (P Q P' Q' : Matrix n n ℝ) :
    spinBlock P Q * spinBlock P' Q' =
      spinBlock (P * P' + Q * Q') (P * Q' + Q * P') := by
  simp only [spinBlock, fromBlocks_multiply]
  exact fromBlocks_inj.mpr ⟨rfl, rfl, add_comm _ _, add_comm _ _⟩
```

We also need to know that no information is lost. From the two parts we recover

P = (Mₛ + Mₜ)/2, Q = (Mₛ − Mₜ)/2,

so M = 0 exactly when Mₛ = 0 and Mₜ = 0. Lean proves this entry by entry, with `linarith` solving the two linear equations.

```lean
/-- A spin-block matrix vanishes exactly when its singlet part `P + Q` and its
triplet part `P - Q` both vanish. -/
theorem spinBlock_eq_zero (P Q : Matrix n n ℝ) :
    spinBlock P Q = 0 ↔ P + Q = 0 ∧ P - Q = 0 := by
  constructor
  · intro h
    have h' : fromBlocks P Q Q P = fromBlocks 0 0 0 0 := by
      rw [fromBlocks_zero]
      exact h
    obtain ⟨hP, hQ, -, -⟩ := fromBlocks_inj.mp h'
    simp [hP, hQ]
  · rintro ⟨hs, ht⟩
    have entry : ∀ i j, P i j = 0 ∧ Q i j = 0 := by
      intro i j
      have h1 := congrFun (congrFun hs i) j
      have h2 := congrFun (congrFun ht i) j
      simp only [Matrix.add_apply, Matrix.sub_apply, Matrix.zero_apply] at h1 h2
      constructor <;> linarith
    have hP : P = 0 := by
      ext i j
      exact (entry i j).1
    have hQ : Q = 0 := by
      ext i j
      exact (entry i j).2
    rw [hP, hQ, spinBlock, fromBlocks_zero]
```

Q: Then the equation separates?

A: Yes. Call its left-hand side R. It has spin-block form, and its parts are

Rₛ = Bₛ + AₛTₛ + TₛAₛ + TₛBₛTₛ

Rₜ = Bₜ + AₜTₜ + TₜAₜ + TₜBₜTₜ.

Hence R = 0 exactly when both vanish. In the theorem, subscripts 1 and 2 mark the same-spin and opposite-spin blocks, so `T₁ + T₂` is Tₛ and `T₁ - T₂` is Tₜ.

The proof uses the three preceding lemmas to turn R = 0 into two matrix equations. Expanding the products, followed by `abel`, shows that these are the singlet and triplet equations.

```lean
variable [Fintype n]

/-- Spin-block amplitudes solve the RPA equation with spin-block `A` and `B` exactly
when their singlet and triplet parts solve the singlet and triplet equations. -/
theorem riccati_iff_singlet_triplet (A₁ A₂ B₁ B₂ T₁ T₂ : Matrix n n ℝ) :
    riccati (spinBlock A₁ A₂) (spinBlock B₁ B₂) (spinBlock T₁ T₂) = 0 ↔
      riccati (A₁ + A₂) (B₁ + B₂) (T₁ + T₂) = 0 ∧
      riccati (A₁ - A₂) (B₁ - B₂) (T₁ - T₂) = 0 := by
  have key : ∀ {X Y : Matrix n n ℝ}, X = Y → (X = 0 ↔ Y = 0) :=
    fun h => by rw [h]
  -- the left-hand side is itself a spin-block matrix; read off its two parts
  simp only [riccati, spinBlock_mul, spinBlock_add, spinBlock_eq_zero]
  refine and_congr (key ?_) (key ?_) <;>
    simp only [add_mul, mul_add, sub_mul, mul_sub, mul_assoc] <;> abel
```

Q: So the equations are independent. Is the energy also a sum?

A: The contraction Tr(BT) is. The prefactor in the correlation energy depends on the RPA variant and is left out here. With exchange in the contraction, a prefactor alone may not be enough, because excitations that flip an electron's spin also contribute when the triplet amplitudes are non-zero; we return to them below. The trace counts the same-spin block of BT twice:

Tr(BT) = 2 Tr(B₁T₁) + 2 Tr(B₂T₂).

On the other side,

Tr(BₛTₛ) + Tr(BₜTₜ) = Tr((B₁ + B₂)(T₁ + T₂)) + Tr((B₁ − B₂)(T₁ − T₂)).

The cross terms B₁T₂ and B₂T₁ cancel, and the remaining terms double, which gives the same result. In Lean, `hblock` supplies the doubled trace and `ring` collects the expanded terms.

```lean
/-- The contraction `Tr(BT)` of spin-block matrices is the sum of the singlet and
triplet contractions. -/
theorem trace_singlet_add_triplet (B₁ B₂ T₁ T₂ : Matrix n n ℝ) :
    trace (spinBlock B₁ B₂ * spinBlock T₁ T₂) =
      trace ((B₁ + B₂) * (T₁ + T₂)) + trace ((B₁ - B₂) * (T₁ - T₂)) := by
  -- the trace runs over the two equal same-spin blocks
  have hblock : ∀ P Q : Matrix n n ℝ,
      trace (fromBlocks P Q Q P) = trace P + trace P := by
    intro P Q
    simp [Matrix.trace, Fintype.sum_sum_type]
  rw [spinBlock_mul, spinBlock, hblock]
  simp only [add_mul, mul_add, sub_mul, mul_sub, trace_add, trace_sub]
  ring
```

Q: Yet I've seen energy expressions with no triplets at all.

A: One way to get such an expression is to contract with direct Coulomb integrals J, which are the same for every spin combination. All four blocks are then J, so the singlet part is 2J and the triplet part is J − J = 0:

Tr([[J, J], [J, J]] T) = Tr(2J Tₛ).

The proof substitutes these parts into the preceding trace identity. It holds for any spin-block T, including amplitudes computed with exchange.

```lean
/-- Contraction with direct integrals `J` in all four spin blocks involves only the
singlet part of the amplitudes, with weight `2J`. -/
theorem trace_direct (J T₁ T₂ : Matrix n n ℝ) :
    trace (spinBlock J J * spinBlock T₁ T₂) =
      trace (((2 : ℝ) • J) * (T₁ + T₂)) := by
  rw [trace_singlet_add_triplet, sub_self, zero_mul, trace_zero, add_zero, two_smul]
```

Q: What if I keep exchange in the contraction too?

A: Exchange integrals K enter only between equal spins. The same-spin block becomes J − K and the opposite-spin block stays J. The two parts are

(J − K) + J = 2J − K

(J − K) − J = −K,

and the contraction is

Tr((2J − K)Tₛ) − Tr(K Tₜ).

This is the spin-conserving part. Excitations that flip an electron's spin carry the other two triplet components. With the same triplet amplitudes, each component adds another −Tr(K Tₜ), so a contraction over all spin-orbital excitations counts the triplet term three times. The theorem covers the spin-conserving part only. Lean again starts from the trace identity and expands both sides.

```lean
/-- With exchange integrals `K` subtracted in the same-spin blocks, the singlet
amplitudes are contracted with `2J - K` and the triplet amplitudes with `-K`. -/
theorem trace_exchange (J K T₁ T₂ : Matrix n n ℝ) :
    trace (spinBlock (J - K) J * spinBlock T₁ T₂) =
      trace (((2 : ℝ) • J - K) * (T₁ + T₂)) - trace (K * (T₁ - T₂)) := by
  rw [trace_singlet_add_triplet, two_smul]
  simp only [add_mul, mul_add, sub_mul, mul_sub, trace_add, trace_sub]
  ring
```

Q: Does this mean that direct RPA discards triplet amplitudes that are really there?

A: No, provided that the orbital gaps εᵢ are positive, as they are when every empty orbital lies above every occupied one. In direct RPA the same-spin block of A is diag(ε) + J, and its opposite-spin block is J. Both blocks of B are J. Therefore

Aₜ = diag(ε), Bₜ = 0,

and the triplet equation becomes

diag(ε)Tₜ + Tₜ diag(ε) = 0.

With i and j labelling spatial excitations, its entries are

(εᵢ + εⱼ)(Tₜ)ᵢⱼ = 0.

The sum of gaps is positive, so every entry of Tₜ vanishes and T₁ = T₂. The Lean proof takes the triplet half of the separation theorem, cancels the integrals and divides out the non-zero factor in the same way. It says what any spin-block solution looks like, without showing that one exists.

```lean
/-- In direct RPA with positive orbital-energy gaps `ε`, every spin-block solution
has vanishing triplet part: its same-spin and opposite-spin blocks agree. -/
theorem direct_triplet_vanishes [DecidableEq n] (ε : n → ℝ) (hε : ∀ i, 0 < ε i)
    (J T₁ T₂ : Matrix n n ℝ)
    (h : riccati (spinBlock (diagonal ε + J) J) (spinBlock J J)
      (spinBlock T₁ T₂) = 0) : T₁ = T₂ := by
  have ht := ((riccati_iff_singlet_triplet _ _ _ _ _ _).mp h).2
  -- the integrals cancel from the triplet equation, leaving only the gaps
  simp only [riccati, add_sub_cancel_right, sub_self, mul_zero, zero_mul,
    zero_add, add_zero] at ht
  ext i j
  have hij := congrFun (congrFun ht i) j
  simp only [Matrix.add_apply, diagonal_mul, mul_diagonal, Matrix.sub_apply,
    Matrix.zero_apply] at hij
  have hprod : (ε i + ε j) * (T₁ i j - T₂ i j) = 0 := by
    linear_combination hij
  have hpos : ε i + ε j ≠ 0 := (add_pos (hε i) (hε j)).ne'
  exact sub_eq_zero.mp ((mul_eq_zero.mp hprod).resolve_left hpos)
```

Q: With exchange in the amplitude equation, do the triplets still vanish?

A: Not in general, as a single spatial excitation already shows. In arbitrary energy units, take J = K = 12 in B; for one orbital pair both are the Coulomb repulsion of the product of the two orbitals with itself. The blocks of B are then 0 and 12. Take 25 and 12 for A, where 25 combines the orbital gap, the direct integral and the particle–hole attraction. The parts are

Aₛ = 37, Bₛ = 12, Aₜ = 13, Bₜ = −12.

The amplitudes T₁ = 1/4 and T₂ = −5/12 give Tₛ = −1/6 and Tₜ = 2/3. Both equations hold:

12 + 2·37·(−1/6) + 12·(1/36) = 12 − 37/3 + 1/3 = 0

−12 + 2·13·(2/3) − 12·(4/9) = −12 + 52/3 − 16/3 = 0.

The two contractions are

Tr(BT) = 12·(−1/6) + (−12)·(2/3) = −2 − 8 = −10

direct integrals only: 24·(−1/6) = −4.

The triplet contribution of −8 is missing from the second contraction, which also weights the singlet by 24 instead of 12. Lean checks the amplitude equation through its singlet and triplet parts, then evaluates both traces with `norm_num`. The notation `!![25]` is a one-by-one matrix.

```lean
/-- One spatial excitation with `J = K = 12`: the stated amplitudes solve the RPA
equation with exchange, and their contractions with `B` and with the direct
integrals are `-10` and `-4`. -/
theorem exchange_rpa_witness :
    riccati (spinBlock !![25] !![12]) (spinBlock !![0] !![12])
      (spinBlock !![1 / 4] !![-5 / 12]) = 0 ∧
    trace (spinBlock !![0] !![12] * spinBlock !![1 / 4] !![-5 / 12]) = -10 ∧
    trace (spinBlock !![12] !![12] * spinBlock !![1 / 4] !![-5 / 12]) = -4 := by
  refine ⟨?_, ?_, ?_⟩
  · rw [riccati_iff_singlet_triplet]
    constructor <;> ext i j <;> fin_cases i <;> fin_cases j <;>
      norm_num [riccati, Matrix.mul_apply]
  · rw [trace_singlet_add_triplet]
    norm_num [Matrix.trace, Matrix.mul_apply]
  · rw [trace_singlet_add_triplet]
    norm_num [Matrix.trace, Matrix.mul_apply]

end RPASpinBlocks
```

```lean
#print axioms RPASpinBlocks.riccati_iff_singlet_triplet
#print axioms RPASpinBlocks.trace_direct
#print axioms RPASpinBlocks.trace_exchange
#print axioms RPASpinBlocks.direct_triplet_vanishes
```

```
'RPASpinBlocks.riccati_iff_singlet_triplet' depends on axioms: [propext, Classical.choice, Quot.sound]
'RPASpinBlocks.trace_direct' depends on axioms: [propext, Classical.choice, Quot.sound]
'RPASpinBlocks.trace_exchange' depends on axioms: [propext, Classical.choice, Quot.sound]
'RPASpinBlocks.direct_triplet_vanishes' depends on axioms: [propext, Classical.choice, Quot.sound]
```

Q: What should I take from this when comparing RPA energies with exchange?

A: For a closed-shell system in a finite real orbital basis, check which integrals the energy formula uses as well as which amplitude equation was solved. Two calculations can share the same spin-symmetric amplitudes and still differ in whether the triplets reach the energy.
